# Parity and triangle rules keep more than a quarter of all integer angular momentum triples up to a common cutoff

**A:** Let me fix the terms first. The cutoff $L$ is a natural number, zero included. A triple $(l_1,l_2,l_3)$ is ordered, and each entry is an integer orbital angular momentum from $0$ to $L$, so there are $(L+1)^3$ triples. A triple is allowed if $l_1+l_2+l_3$ is even and each entry is at most the sum of the other two. I write $G(L)$ for the set of allowed triples and $|G(L)|$ for their number. In Lean the set is `gauntTable L`: all triples from `range (L + 1)`, which runs from $0$ to $L$, filtered by the two rules.

```lean
import Mathlib

open Finset Filter Topology

namespace GauntTableSize

/-- The ordered triples `(l1, l2, l3)` with entries from `0` to `L` that pass the parity rule
(even sum) and the triangle rule (each entry at most the sum of the other two). -/
def gauntTable (L : ℕ) : Finset (ℕ × ℕ × ℕ) :=
  (range (L + 1) ×ˢ range (L + 1) ×ˢ range (L + 1)).filter fun t =>
    Even (t.1 + t.2.1 + t.2.2) ∧ t.1 ≤ t.2.1 + t.2.2 ∧
      t.2.1 ≤ t.1 + t.2.2 ∧ t.2.2 ≤ t.1 + t.2.1
```

**Q:** I see no spherical harmonics there. What makes this a Gaunt table?

**A:** The rules are put in by hand, and they come from the integral
$$\int Y_{l_1\mu_1}Y_{l_2\mu_2}Y_{l_3\mu_3}\,d\Omega ,$$
where the $Y_{l\mu}$ are complex spherical harmonics and the $\mu_i$ are their magnetic quantum numbers. Inversion multiplies the integrand by $(-1)^{l_1+l_2+l_3}$, so an odd sum gives zero. Rotational invariance demands that $l_3$ occur in the coupling of $l_1$ and $l_2$, which is the triangle rule. The definition records these two conditions and nothing else about the integral.

**Q:** Then it doesn't count the nonzero coefficients.

**A:** No. It counts blocks, one for each ordered triple of $l$ values, with all the $\mu_i$ inside. The rule $\mu_1+\mu_2+\mu_3=0$ acts within a block and saves more. Storing permuted triples only once would also save more. All three entries share one cutoff.

**Q:** What is claimed about the number of blocks?

**A:** For every natural number $n$,
$$2|G(2n)|=(n+1)(4n^2+5n+2),\qquad 2|G(2n+1)|=(n+1)(4n^2+11n+8).$$
For every $L$,
$$(L+1)^3<4|G(L)|\le (L+1)^3+3(L+1)^2 ,$$
and $|G(L)|/(L+1)^3\to 1/4$ as $L\to\infty$. At the level of $l$ triples, these two rules therefore save only a constant factor.

**Q:** How do you count with a parity condition in the way?

**A:** By changing variables so that it disappears. Let $g=(l_1+l_2+l_3)/2$, an integer for an allowed triple, and set
$$a=g-l_1,\qquad b=g-l_2,\qquad c=g-l_3 .$$
For instance $a=(l_2+l_3-l_1)/2$, which is non-negative by the triangle rule. Inverting gives $l_1=b+c$, $l_2=c+a$, $l_3=a+b$. Conversely, any naturals $a,b,c$ give an even sum $2(a+b+c)$ and satisfy the triangle rule, since $l_2+l_3-l_1=2a\ge 0$ and likewise for the others. The only condition left is the cutoff: $a+b$, $b+c$ and $c+a$ must each be at most $L$. That is `excessTable`.

```lean
/-- The triples `(a, b, c)` of naturals whose pairwise sums are at most `L`. -/
def excessTable (L : ℕ) : Finset (ℕ × ℕ × ℕ) :=
  (range (L + 1) ×ˢ range (L + 1) ×ˢ range (L + 1)).filter fun t =>
    t.1 + t.2.1 ≤ L ∧ t.2.1 + t.2.2 ≤ L ∧ t.2.2 + t.1 ≤ L
```

**Q:** That is still a polyhedron full of lattice points.

**A:** It splits into simple shapes. Let $h=\lfloor L/2\rfloor$, so that $L$ is $2h$ or $2h+1$. If $a,b,c\le h$, every pairwise sum is at most $2h\le L$, so all $(h+1)^3$ such triples belong to the set.

Otherwise some entry exceeds $h$. Two such entries would add up to at least $2h+2>L$, so there is exactly one. Suppose it is $a$, and put $k=L-a$. Then $k$ runs from $0$ to $L-h-1$, and the cutoff requires $b,c\le k$. The remaining condition $b+c\le L$ is automatic, because $b+c\le 2k\le 2(L-h-1)\le L$. Layer $k$ is thus a square with $(k+1)^2$ points. The cases of large $b$ and large $c$ give the same number, so
$$|G(L)|=(h+1)^3+3\sum_{k=0}^{L-h-1}(k+1)^2 .$$
The stack of squares is `wedge`; at $L=0$ it is empty.

```lean
/-- A stack of square layers: layer `k` holds the pairs with entries from `0` to `k`,
and `k` runs from `0` up to, but not including, `L - L / 2` (with `L / 2` rounded down). -/
def wedge (L : ℕ) : Finset (Σ _ : ℕ, ℕ × ℕ) :=
  (range (L - L / 2)).sigma fun k => range (k + 1) ×ˢ range (k + 1)
```

**Q:** Does the code really use your change of variables? I see natural-number subtraction and division, which can truncate.

**A:** It does. `Finset.card_nbij'` receives the map to $(a,b,c)$ and the map back. It asks that each map land in the other set and that the two undo each other. On allowed triples the triangle rule makes the subtractions exact and parity makes the halvings exact. After unfolding, the goals are linear integer arithmetic, which `omega` settles.

```lean
/-- The allowed triples are as many as the triples `(a, b, c)` with pairwise sums at most `L`;
the correspondence is `l1 = b + c`, `l2 = c + a`, `l3 = a + b`. -/
theorem card_gauntTable_eq_excess (L : ℕ) :
    (gauntTable L).card = (excessTable L).card := by
  apply Finset.card_nbij'
    (fun t => ((t.2.1 + t.2.2 - t.1) / 2, (t.2.2 + t.1 - t.2.1) / 2,
      (t.1 + t.2.1 - t.2.2) / 2))
    (fun t => (t.2.1 + t.2.2, t.2.2 + t.1, t.1 + t.2.1))
  all_goals
    rintro ⟨x, y, z⟩ h
    simp only [gauntTable, excessTable, mem_coe, mem_filter, mem_product, mem_range,
      Nat.even_iff, Prod.mk.injEq] at h ⊢
    omega
```

**Q:** And the cube with its three stacks?

**A:** They are the parts of the next proof. `h0` identifies the triples with no entry above $h$ with a cube. `h1`, `h2` and `h3` match the triples whose first, second or third entry is large with the wedge, through $k=L-a$ and its analogues. `hsplit` says that the four parts exhaust the set. The final `omega` shows that they are disjoint, which includes the argument that two entries cannot both be large.

```lean
/-- The number of triples with pairwise sums at most `L` is that of a cube of side `L / 2 + 1`
(with `L / 2` rounded down) plus three equal stacks of squares. -/
theorem card_excessTable (L : ℕ) :
    (excessTable L).card
      = (L / 2 + 1) ^ 3 + 3 * ∑ k ∈ range (L - L / 2), (k + 1) ^ 2 := by
  have hw : (wedge L).card = ∑ k ∈ range (L - L / 2), (k + 1) ^ 2 := by
    simp only [wedge, card_sigma, card_product, card_range, sq]
  -- no entry above L / 2: a full cube
  have h0 : ((excessTable L).filter fun t =>
      t.1 ≤ L / 2 ∧ t.2.1 ≤ L / 2 ∧ t.2.2 ≤ L / 2).card = (L / 2 + 1) ^ 3 := by
    have e : ((excessTable L).filter fun t =>
        t.1 ≤ L / 2 ∧ t.2.1 ≤ L / 2 ∧ t.2.2 ≤ L / 2)
        = range (L / 2 + 1) ×ˢ range (L / 2 + 1) ×ˢ range (L / 2 + 1) := by
      ext ⟨a, b, c⟩
      simp only [excessTable, mem_filter, mem_product, mem_range]
      constructor <;> intro h <;> omega
    rw [e]
    simp only [card_product, card_range]
    ring
  -- exactly one entry above L / 2: three copies of the wedge
  have h1 : ((excessTable L).filter fun t => L / 2 < t.1).card = (wedge L).card := by
    apply Finset.card_nbij' (fun t => ⟨L - t.1, (t.2.1, t.2.2)⟩)
      (fun p => (L - p.1, p.2.1, p.2.2))
    all_goals
      rintro ⟨a, b, c⟩ h
      simp only [excessTable, wedge, mem_coe, mem_filter, mem_product, mem_range, mem_sigma,
        Prod.mk.injEq, Sigma.mk.injEq, heq_eq_eq, and_true] at h ⊢
      omega
  have h2 : ((excessTable L).filter fun t => L / 2 < t.2.1).card = (wedge L).card := by
    apply Finset.card_nbij' (fun t => ⟨L - t.2.1, (t.2.2, t.1)⟩)
      (fun p => (p.2.2, L - p.1, p.2.1))
    all_goals
      rintro ⟨a, b, c⟩ h
      simp only [excessTable, wedge, mem_coe, mem_filter, mem_product, mem_range, mem_sigma,
        Prod.mk.injEq, Sigma.mk.injEq, heq_eq_eq, and_true, true_and] at h ⊢
      omega
  have h3 : ((excessTable L).filter fun t => L / 2 < t.2.2).card = (wedge L).card := by
    apply Finset.card_nbij' (fun t => ⟨L - t.2.2, (t.1, t.2.1)⟩)
      (fun p => (p.2.1, p.2.2, L - p.1))
    all_goals
      rintro ⟨a, b, c⟩ h
      simp only [excessTable, wedge, mem_coe, mem_filter, mem_product, mem_range, mem_sigma,
        Prod.mk.injEq, Sigma.mk.injEq, heq_eq_eq, and_true, true_and] at h ⊢
      omega
  have hsplit : excessTable L =
      ((excessTable L).filter fun t => t.1 ≤ L / 2 ∧ t.2.1 ≤ L / 2 ∧ t.2.2 ≤ L / 2) ∪
      (((excessTable L).filter fun t => L / 2 < t.1) ∪
      (((excessTable L).filter fun t => L / 2 < t.2.1) ∪
      ((excessTable L).filter fun t => L / 2 < t.2.2))) := by
    ext ⟨a, b, c⟩
    simp only [mem_union, mem_filter]
    constructor
    · intro h
      simp only [h, true_and]
      omega
    · rintro (h | h | h | h) <;> exact h.1
  rw [hsplit, card_union_of_disjoint, card_union_of_disjoint, card_union_of_disjoint,
    h0, h1, h2, h3, hw]
  · ring
  all_goals
    rw [Finset.disjoint_left]
    rintro ⟨a, b, c⟩ h h'
    simp only [excessTable, mem_union, mem_filter, mem_product, mem_range] at h h'
    omega
```

**Q:** Show me a case I can count myself.

**A:** Take $L=2$, so $h=1$. The cube has $2^3=8$ points, and each stack has only the layer $k=0$, with one point. The total is $8+3=11$. Translated back to angular momenta, the allowed triples are

- $(0,0,0)$ and $(2,2,2)$;
- $(0,1,1)$ and its rearrangements, three in all;
- $(1,1,2)$ and its rearrangements, three in all;
- $(0,2,2)$ and its rearrangements, three in all.

That is $11$ out of $27$, and the formula with $n=1$ gives $2\cdot 11/2=11$. The bounds read $27<44\le 54$.

**Q:** Now the closed forms.

**A:** They need the sum of squares,
$$6\sum_{k=0}^{m-1}(k+1)^2=m(m+1)(2m+1).$$
Both sides vanish at $m=0$. Going from $m$ to $m+1$ adds $6(m+1)^2$ on the left, and on the right
$$(m+1)\big[(m+2)(2m+3)-m(2m+1)\big]=(m+1)(6m+6),$$
which is the same. The Lean proof is this induction, with `ring` for the algebra.

```lean
/-- The sum of the first `m` positive squares, multiplied by six, is `m (m + 1) (2 m + 1)`. -/
theorem six_mul_sum_squares (m : ℕ) :
    6 * ∑ k ∈ range m, (k + 1) ^ 2 = m * (m + 1) * (2 * m + 1) := by
  induction m with
  | zero => simp
  | succ m ih =>
    rw [sum_range_succ, mul_add, ih]
    ring
```

For $L=2n$ we have $h=n$, and the sum has $n$ terms. Doubling the count turns the prefactor $3$ into $6$:
$$2|G(2n)|=2(n+1)^3+n(n+1)(2n+1)=(n+1)(4n^2+5n+2).$$
The theorem states the doubled count so that no division appears. Its proof rewrites with the earlier results, evaluates the rounded half, and ends with `ring`.

```lean
/-- For the even cutoff `2n`, twice the number of allowed triples is
`(n + 1) (4 n ^ 2 + 5 n + 2)`. -/
theorem two_mul_card_gauntTable_even (n : ℕ) :
    2 * (gauntTable (2 * n)).card = (n + 1) * (4 * n ^ 2 + 5 * n + 2) := by
  rw [card_gauntTable_eq_excess, card_excessTable, show 2 * n / 2 = n by omega,
    show 2 * n - n = n by omega, mul_add, ← mul_assoc, show 2 * 3 = 6 by norm_num,
    six_mul_sum_squares]
  ring
```

For $L=2n+1$ we again have $h=n$, but the sum has $n+1$ terms:
$$2|G(2n+1)|=2(n+1)^3+(n+1)(n+2)(2n+3)=(n+1)(4n^2+11n+8).$$

```lean
/-- For the odd cutoff `2n + 1`, twice the number of allowed triples is
`(n + 1) (4 n ^ 2 + 11 n + 8)`. -/
theorem two_mul_card_gauntTable_odd (n : ℕ) :
    2 * (gauntTable (2 * n + 1)).card = (n + 1) * (4 * n ^ 2 + 11 * n + 8) := by
  rw [card_gauntTable_eq_excess, card_excessTable, show (2 * n + 1) / 2 = n by omega,
    show 2 * n + 1 - n = n + 1 by omega, mul_add, ← mul_assoc, show 2 * 3 = 6 by norm_num,
    six_mul_sum_squares]
  ring
```

**Q:** Where does the quarter come from, and why is it approached from above?

**A:** For large $L$, parity keeps about half of all triples. The triangle rule keeps about half of those, since each of the three ways to break it removes about a sixth. For the exact statement, compare four times the count with the number of all triples. For even cutoffs,
$$4|G(2n)|-(2n+1)^3=6n^2+8n+3,$$
and for odd cutoffs,
$$4|G(2n+1)|-(2n+2)^3=6n^2+14n+8.$$
Both are positive, so more than a quarter is always kept. The upper bound allows an excess of $3(L+1)^2$. This is $12n^2+12n+3$ in the even case and $12n^2+24n+12$ in the odd case, at least as large as the actual excess each time. Equality occurs at $L=0$, where the single triple is allowed. The Lean proof splits on the parity of $L$, inserts the closed form and leaves these polynomial inequalities to `nlinarith`.

```lean
/-- At every cutoff `L` more than a quarter of all `(L + 1) ^ 3` triples are allowed, and four
times the allowed number exceeds `(L + 1) ^ 3` by at most `3 (L + 1) ^ 2`. -/
theorem card_gauntTable_bounds (L : ℕ) :
    (L + 1) ^ 3 < 4 * (gauntTable L).card ∧
      4 * (gauntTable L).card ≤ (L + 1) ^ 3 + 3 * (L + 1) ^ 2 := by
  obtain ⟨n, rfl | rfl⟩ := Nat.even_or_odd' L
  · have h := two_mul_card_gauntTable_even n
    constructor <;> nlinarith [Nat.zero_le n, Nat.zero_le (n ^ 2)]
  · have h := two_mul_card_gauntTable_odd n
    constructor <;> nlinarith [Nat.zero_le n, Nat.zero_le (n ^ 2)]
```

**Q:** So the limit holds along all cutoffs, not just the even ones?

**A:** Yes. Dividing the bounds by $4(L+1)^3$ gives
$$\frac14<\frac{|G(L)|}{(L+1)^3}\le\frac14+\frac{3}{4(L+1)} ,$$
and the right-hand side tends to $1/4$. In the theorem, `Tendsto ... atTop (𝓝 (1 / 4))` is the ordinary limit as $L$ runs through all naturals, with the count converted to a real number before dividing. The hypothesis `hu` in the proof is the limit of the upper bound. The squeeze lemma then asks for the two inequalities, which come from the previous theorem after clearing the denominator.

```lean
/-- As the cutoff `L` grows, the fraction of all `(L + 1) ^ 3` triples that pass the parity and
triangle rules tends to `1 / 4`. -/
theorem tendsto_gauntTable_fraction :
    Tendsto (fun L : ℕ => ((gauntTable L).card : ℝ) / ((L : ℝ) + 1) ^ 3)
      atTop (𝓝 (1 / 4)) := by
  have hu : Tendsto (fun L : ℕ => (1 / 4 : ℝ) + 3 / 4 * (1 / ((L : ℝ) + 1)))
      atTop (𝓝 (1 / 4)) := by
    have h := ((tendsto_one_div_add_atTop_nhds_zero_nat (𝕜 := ℝ)).const_mul
      (3 / 4 : ℝ)).const_add (1 / 4 : ℝ)
    rw [mul_zero, add_zero] at h
    exact h
  -- squeeze between 1/4 and 1/4 + 3/(4(L+1))
  refine tendsto_of_tendsto_of_tendsto_of_le_of_le tendsto_const_nhds hu ?_ ?_
  · intro L
    have h : ((L : ℝ) + 1) ^ 3 < 4 * ((gauntTable L).card : ℝ) := by
      exact_mod_cast (card_gauntTable_bounds L).1
    show (1 / 4 : ℝ) ≤ ((gauntTable L).card : ℝ) / ((L : ℝ) + 1) ^ 3
    rw [le_div_iff₀ (by positivity)]
    linarith
  · intro L
    have h : 4 * ((gauntTable L).card : ℝ) ≤ ((L : ℝ) + 1) ^ 3 + 3 * ((L : ℝ) + 1) ^ 2 := by
      exact_mod_cast (card_gauntTable_bounds L).2
    have hx : (0 : ℝ) < (L : ℝ) + 1 := by positivity
    show ((gauntTable L).card : ℝ) / ((L : ℝ) + 1) ^ 3 ≤ 1 / 4 + 3 / 4 * (1 / ((L : ℝ) + 1))
    generalize (L : ℝ) + 1 = x at h hx ⊢
    have e : 1 / x * x = 1 := one_div_mul_cancel hx.ne'
    have e' : (1 / 4 + 3 / 4 * (1 / x)) * x ^ 3 = (x ^ 3 + 3 * x ^ 2) / 4 := by
      generalize 1 / x = y at e ⊢
      linear_combination (3 / 4 * x ^ 2) * e
    rw [div_le_iff₀ (by positivity), e']
    linarith

end GauntTableSize
```

```lean
#print axioms GauntTableSize.tendsto_gauntTable_fraction
-- 'GauntTableSize.tendsto_gauntTable_fraction' depends on axioms: [propext, Classical.choice, Quot.sound]
```

**Q:** Where would I meet this number in a calculation?

**A:** Suppose an atom-centred potential and an orbital are both expanded in spherical harmonics up to $L$, and you want their product projected onto the same range. The coefficient of the product at $(l_3,\mu_3)$ is a sum over $l_1,\mu_1,l_2,\mu_2$ of potential coefficient times orbital coefficient times a Gaunt coefficient, here the integral above with the third harmonic conjugated. Conjugation replaces $\mu_3$ by $-\mu_3$, up to a sign, so the two rules for the $l$ values are unchanged. The outer loops run over $l_1$ and $l_2$ from $0$ to $L$. The loop over $l_3$ starts at $|l_1-l_2|$, advances in steps of two, and stops at the smaller of $l_1+l_2$ and $L$. Those loops visit exactly the triples in $G(L)$.

At $L=8$, so $n=4$, they visit $5\cdot 86/2=215$ blocks instead of $729$, about $29$ per cent. For large $L$, doubling the cutoff multiplies the number of blocks by about eight, just as it would without the rules. In electronic-structure work this describes how the list of $l$ blocks grows when all three expansions share one cutoff; the cost of the $\mu$ sums inside each block is a separate count.

**Q:** Then my objection shrinks to this: the theorem is about the selection rules, not about the integrals.

**A:** That is a fair reading. The integrals supply the reason for the two rules, and the theorems say how many triples the rules leave.
